# The Metropolis kernel built from a symmetric stochastic proposal is stochastic, reversible and stationary for the semigrand-canonical weight

Configurations `σ : ι → S` assign one of finitely many species to each of finitely many sites, and each carries the unnormalised semigrand-canonical weight π(σ) = exp(−β(E(σ) − ∑ₐ μₐ Nₐ(σ))), where Nₐ(σ) counts the sites occupied by species a, and the energy function `E`, the chemical potentials `μ` and the real number `β` are arbitrary. The theorem `semigrand_metropolis` states that for any nonnegative, symmetric proposal matrix `q` with unit row sums, the Metropolis matrix has nonnegative entries and unit row sums, satisfies detailed balance with π, and leaves π stationary. The attempt keeps only the positivity of π, gets the row sums from the definition of the diagonal entry, detailed balance from π(a)·min(1, π(b)/π(a)) = min(π(a), π(b)) and the symmetry of `q`, and stationarity from these two. Nonnegativity of the diagonal entry is to follow from bounding the accepted mass by the proposed mass, which sums to 1.

Lean 4 with Mathlib refuses this proof:

```lean
import Mathlib

open Finset

namespace AlloyMonteCarlo

noncomputable section

variable {X ι S : Type*} [Fintype X] [DecidableEq X]
  [Fintype ι] [DecidableEq ι] [Fintype S] [DecidableEq S]

/-- A proposal matrix that is nonnegative, symmetric and has unit row sums. -/
structure IsSymmStochastic (q : X → X → ℝ) : Prop where
  nonneg : ∀ a b, 0 ≤ q a b
  symm : ∀ a b, q a b = q b a
  row : ∀ a, ∑ b, q a b = 1

/-- A transition matrix that is stochastic, in detailed balance with the weight `π`,
and leaves `π` stationary. -/
structure IsReversibleKernel (π : X → ℝ) (P : X → X → ℝ) : Prop where
  nonneg : ∀ a b, 0 ≤ P a b
  row : ∀ a, ∑ b, P a b = 1
  balance : ∀ a b, π a * P a b = π b * P b a
  stationary : ∀ b, ∑ a, π a * P a b = π b

/-- Metropolis matrix: a proposed move `a → b` is accepted with probability
`min 1 (π b / π a)`, and the remaining mass stays on the diagonal. -/
def metropolis (π : X → ℝ) (q : X → X → ℝ) (a b : X) : ℝ :=
  if a = b then 1 - ∑ c ∈ univ.erase a, q a c * min 1 (π c / π a)
  else q a b * min 1 (π b / π a)

/-- Number of sites occupied by species `a` in the configuration `σ`. -/
def numAtoms (a : S) (σ : ι → S) : ℕ := (univ.filter fun i => σ i = a).card

/-- Semigrand-canonical weight `exp(-β (E - ∑ μ_a N_a))`. -/
def weight (β : ℝ) (E : (ι → S) → ℝ) (μ : S → ℝ) (σ : ι → S) : ℝ :=
  Real.exp (-β * (E σ - ∑ a, μ a * (numAtoms a σ : ℝ)))

/-- For a symmetric stochastic proposal on configurations, the Metropolis matrix is
stochastic, reversible and stationary for the semigrand weight. -/
theorem semigrand_metropolis (β : ℝ) (E : (ι → S) → ℝ) (μ : S → ℝ)
    {q : (ι → S) → (ι → S) → ℝ} (hq : IsSymmStochastic q) :
    IsReversibleKernel (weight β E μ) (metropolis (weight β E μ) q) := by
  have hπ : ∀ σ, 0 < weight β E μ σ := fun σ => Real.exp_pos _
  generalize weight β E μ = π at hπ ⊢
  have row : ∀ σ, ∑ τ, metropolis π q σ τ = 1 := by
    intro σ
    have h : ∑ τ ∈ univ.erase σ, metropolis π q σ τ =
        ∑ τ ∈ univ.erase σ, q σ τ * min 1 (π τ / π σ) :=
      sum_congr rfl fun τ h => by rw [metropolis, if_neg (ne_of_mem_erase h).symm]
    rw [← Finset.add_sum_erase _ _ (mem_univ σ), h, metropolis, if_pos rfl]
    exact sub_add_cancel _ _
  -- weight times acceptance is the smaller of the two weights
  have m : ∀ a b, π a * min 1 (π b / π a) = min (π a) (π b) := by
    intro a b
    have h0 := (hπ a).ne'
    have h : π a * (π b / π a) = π b := by field_simp
    rw [mul_min_of_nonneg _ _ (hπ a).le, mul_one, h]
  have bal : ∀ σ τ, π σ * metropolis π q σ τ = π τ * metropolis π q τ σ := by
    intro σ τ
    by_cases h : σ = τ
    · rw [h]
    · unfold metropolis
      rw [if_neg h, if_neg (Ne.symm h), hq.symm τ σ, mul_left_comm (π σ), m,
        mul_left_comm (π τ), m, min_comm]
  refine ⟨fun σ τ => ?_, row, bal, fun τ => ?_⟩
  · unfold metropolis
    split_ifs
    · -- accepted mass is at most the proposed mass
      rw [sub_nonneg, ← hq.row σ]
      exact (sum_le_sum fun c _ =>
        mul_le_of_le_one_right (hq.nonneg σ c) (min_le_left _ _)).trans
        (sum_le_sum_of_subset_of_nonneg (erase_subset _ _) fun c _ _ => hq.nonneg σ c)
    · exact mul_nonneg (hq.nonneg σ τ) (le_min zero_le_one (div_pos (hπ τ) (hπ σ)).le)
  · rw [sum_congr rfl fun σ _ => bal σ τ, ← Finset.mul_sum, row, mul_one]

end

end AlloyMonteCarlo
```

Compiling this gives:

```
Main.lean:71:6: error: Type mismatch
  LE.le.trans (sum_le_sum fun c x => mul_le_of_le_one_right (hq.nonneg σ c) (min_le_left 1 (?m.372 c)))
    (sum_le_sum_of_subset_of_nonneg (erase_subset ?m.388 ?m.389) fun c x x_1 => hq.nonneg σ c)
has type
  ∑ i ∈ erase ?m.389 ?m.388, q σ i * min 1 (?m.372 i) ≤ ∑ i ∈ ?m.389, q σ i
but is expected to have type
  ∑ c ∈ univ.erase σ, q σ c * min (∑ b, q σ b) (π c / π σ) ≤ ∑ b, q σ b
```

Diagnosis. After `sub_nonneg`, the diagonal goal reads `∑ c ∈ univ.erase σ, q σ c * min 1 (π c / π σ) ≤ 1`. The rewrite `← hq.row σ` turns `1` into `∑ b, q σ b`, and `rw` replaces every occurrence of the real `1`: the right-hand side, as intended, but also the `1` inside `min`. The expected type in the message shows this: it contains `min (∑ b, q σ b) (π c / π σ)`. The supplied term uses `mul_le_of_le_one_right` with `min_le_left`, so its left side contains `min 1 (…)`, and Lean reports the mismatch, since `1` and `∑ b, q σ b` are equal only through `hq.row σ`.

The repair drops that rewrite and uses `refine le_trans ?_ (hq.row σ).le`. Here `(hq.row σ).le` gives `∑ b, q σ b ≤ 1`, so the remaining goal is `∑ c ∈ univ.erase σ, q σ c * min 1 (π c / π σ) ≤ ∑ b, q σ b`, with the inner `1` untouched. The unchanged `exact` term has this type once its open metavariables are filled from the goal.

Fix (accepted with no message):

```diff
@@ -68,5 +68,6 @@
     split_ifs
     · -- accepted mass is at most the proposed mass
-      rw [sub_nonneg, ← hq.row σ]
+      rw [sub_nonneg]
+      refine le_trans ?_ (hq.row σ).le
       exact (sum_le_sum fun c _ =>
         mul_le_of_le_one_right (hq.nonneg σ c) (min_le_left _ _)).trans
```
